# A potential that does not commute with position contributes to the velocity operator

Momentum is not an independent operator here: it is defined by the kinetic energy $T$ and the position $x$ as $p=i[T,x]$, in units with $\hbar=m=1$. For $T=p^2/2$ in continuous space this returns the usual momentum. Operators are complex square matrices and states are complex vectors over one finite index set `n`, so the results concern a grid or a finite orthonormal basis and not the continuum.

The Hamiltonian is $H=T+V$, where $V$ may be nonlocal, as an effective core potential usually is. The velocity operator is the time derivative of the position, $i[H,x]=p+i[V,x]$. For such finite-matrix models, the problems below settle when transition elements computed from $x$ and from $p$ agree.

```lean
import Mathlib

open Matrix

namespace NonlocalPotentialVelocity

noncomputable section

variable {n : Type*} [Fintype n] [DecidableEq n]
```

The matrix element $\langle u|A|v\rangle$ is `elem A u v`, with the complex conjugate on the first state.

```lean
/-- The matrix element `⟨u|A|v⟩` of an operator between two states. -/
def elem (A : Matrix n n ℂ) (u v : n → ℂ) : ℂ := star u ⬝ᵥ (A *ᵥ v)

/-- The commutator `[A, B]` of two operators. -/
def comm (A B : Matrix n n ℂ) : Matrix n n ℂ := A * B - B * A

/-- The momentum `p = i[T, x]` generated by the kinetic energy `T` alone. -/
def momentum (T x : Matrix n n ℂ) : Matrix n n ℂ := Complex.I • comm T x
```

An eigenbasis consists of orthonormal vectors $e_k$ with real energies $E_k$, as many as the dimension. Energies may coincide and need not be ordered. The basis is supplied as a hypothesis, `IsEigenbasis`.

```lean
/-- The states `e k` are orthonormal eigenvectors of `H` with real energies `E k`,
one for each dimension of the space. -/
structure IsEigenbasis (H : Matrix n n ℂ) (E : n → ℝ) (e : n → n → ℂ) : Prop where
  orthonormal : ∀ i j, star (e i) ⬝ᵥ e j = if i = j then 1 else 0
  eigen : ∀ i, H *ᵥ e i = (E i : ℂ) • e i
```

## (a) Inserting a complete set of states

Show that for any matrices $A,B$ and states $u,v$
$$\langle u|AB|v\rangle=\sum_k\langle u|A|e_k\rangle\langle e_k|B|v\rangle .$$

**Solution.** Let $U$ have the $e_k$ as columns. Orthonormality says $U^\dagger U=1$. Since $U$ is square, also $UU^\dagger=1$, that is, $\sum_k|e_k\rangle\langle e_k|=1$. Put this between $A$ and $B$.

In the proof these two identities are `hU` and `hU'`, and the `calc` block makes the insertion.

```lean
/-- A complete set of eigenstates can be inserted between two operators:
`⟨u|AB|v⟩ = ∑ₖ ⟨u|A|k⟩⟨k|B|v⟩`. -/
theorem elem_mul {H : Matrix n n ℂ} {E : n → ℝ} {e : n → n → ℂ}
    (he : IsEigenbasis H E e) (A B : Matrix n n ℂ) (u v : n → ℂ) :
    elem (A * B) u v = ∑ k, elem A u (e k) * elem B (e k) v := by
  -- the matrix whose columns are the eigenvectors is unitary
  let U : Matrix n n ℂ := Matrix.of fun i k => e k i
  have hU : Uᴴ * U = 1 := by
    ext i j
    rw [Matrix.one_apply]
    exact he.orthonormal i j
  have hU' : U * Uᴴ = 1 := mul_eq_one_comm.mp hU
  have hw : ∀ w : n → ℂ, U *ᵥ (Uᴴ *ᵥ w) = w := by
    intro w
    rw [Matrix.mulVec_mulVec, hU', Matrix.one_mulVec]
  calc elem (A * B) u v = (star u ᵥ* A) ⬝ᵥ (U *ᵥ (Uᴴ *ᵥ (B *ᵥ v))) := by
        rw [hw, elem, ← Matrix.mulVec_mulVec, Matrix.dotProduct_mulVec (star u) A]
    _ = ((star u ᵥ* A) ᵥ* U) ⬝ᵥ (Uᴴ *ᵥ (B *ᵥ v)) := Matrix.dotProduct_mulVec _ _ _
    _ = ∑ k, ((star u ᵥ* A) ⬝ᵥ e k) * elem B (e k) v := rfl
    _ = ∑ k, elem A u (e k) * elem B (e k) v := by
        simp only [elem, Matrix.dotProduct_mulVec]
```

## (b) Exchanging bra and ket

Show that for Hermitian $x$
$$\langle v|x|u\rangle=\langle u|x|v\rangle^* .$$

**Solution.** $\langle v|xu\rangle=\langle xu|v\rangle^*=\langle u|x^\dagger v\rangle^*=\langle u|x|v\rangle^*$. The two `calc` steps are the first equality and the rest.

```lean
omit [DecidableEq n] in
/-- Exchanging the two states conjugates the matrix element of a Hermitian operator. -/
theorem elem_conj {x : Matrix n n ℂ} (hx : x.IsHermitian) (u v : n → ℂ) :
    elem x v u = star (elem x u v) := by
  calc elem x v u = star (star (x *ᵥ u) ⬝ᵥ v) := Matrix.star_dotProduct ..
    _ = star (elem x u v) := by
        rw [Matrix.star_mulVec, hx.eq, ← Matrix.dotProduct_mulVec, elem]
```

## (c) The commutator with the Hamiltonian

Let $H$ be Hermitian, $Hu=au$ and $Hv=bv$ with real $a,b$. For any matrix $x$, show that
$$\langle u|[H,x]|v\rangle=(a-b)\langle u|x|v\rangle .$$

**Solution.** Hermiticity and real $a$ give $\langle u|H=a\langle u|$, which is `hl` in the proof. Hence $\langle u|Hx|v\rangle=a\langle u|x|v\rangle$, while $\langle u|xH|v\rangle=b\langle u|x|v\rangle$. Subtract.

```lean
omit [DecidableEq n] in
/-- Between eigenstates of energies `a` and `b`, the commutator with the Hamiltonian
multiplies the matrix element of `x` by `a - b`. -/
theorem elem_comm {H : Matrix n n ℂ} (hH : H.IsHermitian) (x : Matrix n n ℂ)
    {u v : n → ℂ} {a b : ℝ} (hu : H *ᵥ u = (a : ℂ) • u) (hv : H *ᵥ v = (b : ℂ) • v) :
    elem (comm H x) u v = ((a : ℂ) - b) * elem x u v := by
  -- the Hamiltonian acts to the left on the bra
  have hl : star u ᵥ* H = (a : ℂ) • star u := by
    have h := Matrix.star_mulVec H u
    rw [hH.eq, hu] at h
    rw [← h, star_smul, Complex.star_def, Complex.conj_ofReal]
  unfold elem comm
  rw [Matrix.sub_mulVec, dotProduct_sub, ← Matrix.mulVec_mulVec, ← Matrix.mulVec_mulVec,
    hv, Matrix.dotProduct_mulVec (star u) H, hl, smul_dotProduct, Matrix.mulVec_smul,
    dotProduct_smul]
  simp only [smul_eq_mul]
  ring
```

## (d) Length and velocity forms

For eigenvectors $u,v$ of a Hermitian $T+V$ with energies $a,b$, show that
$$i(a-b)\langle u|x|v\rangle=\langle u|\,p+i[V,x]\,|v\rangle .$$

**Solution.** The commutator is linear, so $p+i[V,x]=i[T,x]+i[V,x]=i[H,x]$ (`hp`). Take the element, move $i$ outside (`hs`) and apply (c). Only the sum $T+V$ has to be Hermitian.

```lean
omit [DecidableEq n] in
/-- Length and velocity forms agree between eigenstates of `T + V` once the momentum is
completed by `i[V, x]`. -/
theorem length_eq_velocity {T V : Matrix n n ℂ} (hH : (T + V).IsHermitian)
    (x : Matrix n n ℂ) {u v : n → ℂ} {a b : ℝ}
    (hu : (T + V) *ᵥ u = (a : ℂ) • u) (hv : (T + V) *ᵥ v = (b : ℂ) • v) :
    Complex.I * ((a : ℂ) - b) * elem x u v
      = elem (momentum T x + Complex.I • comm V x) u v := by
  have hp : momentum T x + Complex.I • comm V x = Complex.I • comm (T + V) x := by
    rw [momentum, ← smul_add]
    congr 1
    unfold comm
    rw [Matrix.add_mul, Matrix.mul_add]
    abel
  have hs : elem (Complex.I • comm (T + V) x) u v
      = Complex.I * elem (comm (T + V) x) u v := by
    simp only [elem, Matrix.smul_mulVec, dotProduct_smul, smul_eq_mul]
  rw [hp, hs, elem_comm hH x hu hv, mul_assoc]
```

## (e) When the bare momentum is enough

Show that
$$i(E_k-E_l)\langle e_k|x|e_l\rangle=\langle e_k|p|e_l\rangle\ \text{ for all } k,l\quad\Longleftrightarrow\quad[V,x]=0 .$$

**Solution.** By (d) the two sides on the left differ by $i\langle e_k|C|e_l\rangle$ with $C=[V,x]$ (`hsplit`). If $C=0$ they agree. Conversely, if they always agree, every $\langle e_k|C|e_l\rangle$ vanishes (`hz`). Using (a) twice,
$$\langle u|C|v\rangle=\sum_{k,l}\langle u|e_k\rangle\langle e_k|C|e_l\rangle\langle e_l|v\rangle=0$$
for all $u,v$ (`hall`, which writes $C$ as $1\cdot(C\cdot1)$). Unit vectors for $u$ and $v$ then pick out each entry of $C$.

On a grid, a local potential and $x$ are both diagonal and commute. In a truncated basis, the matrices of $x$ and of a local potential need not commute, and $i[T,x]$ formed from the truncated matrices need not be the matrix of the usual momentum.

```lean
/-- The momentum without potential term reproduces the length form for all pairs of
eigenstates if and only if the potential commutes with `x`. -/
theorem naive_momentum_iff {T V : Matrix n n ℂ} (hH : (T + V).IsHermitian)
    (x : Matrix n n ℂ) {E : n → ℝ} {e : n → n → ℂ} (he : IsEigenbasis (T + V) E e) :
    (∀ k l, Complex.I * ((E k : ℂ) - E l) * elem x (e k) (e l)
      = elem (momentum T x) (e k) (e l)) ↔ comm V x = 0 := by
  have hsplit : ∀ k l, Complex.I * ((E k : ℂ) - E l) * elem x (e k) (e l)
      = elem (momentum T x) (e k) (e l) + Complex.I * elem (comm V x) (e k) (e l) := by
    intro k l
    rw [length_eq_velocity hH x (he.eigen k) (he.eigen l)]
    simp only [elem, Matrix.add_mulVec, dotProduct_add, Matrix.smul_mulVec,
      dotProduct_smul, smul_eq_mul]
  constructor
  · intro h
    have hz : ∀ k l, elem (comm V x) (e k) (e l) = 0 := by
      intro k l
      have h1 := hsplit k l
      rw [h k l] at h1
      exact (mul_eq_zero.mp (left_eq_add.mp h1)).resolve_left Complex.I_ne_zero
    -- by completeness the commutator vanishes between arbitrary states
    have hall : ∀ u v, elem (comm V x) u v = 0 := by
      intro u v
      have h2 : elem (1 * (comm V x * 1)) u v = 0 := by
        rw [elem_mul he]
        refine Finset.sum_eq_zero fun k _ => ?_
        rw [elem_mul he]
        simp [hz]
      simpa only [one_mul, mul_one] using h2
    ext i j
    have hs : star (Pi.single i (1 : ℂ) : n → ℂ) = Pi.single i 1 := by
      ext k
      by_cases hk : k = i <;> simp [hk]
    have h3 := hall (Pi.single i 1) (Pi.single j 1)
    rw [elem, hs] at h3
    simpa using h3
  · intro h k l
    rw [hsplit k l, h]
    simp [elem]
```

## (f) The energy-weighted sum

For Hermitian $H$ and $x$ and any reference state $e_g$, show that
$$\sum_k2(E_k-E_g)|\langle e_k|x|e_g\rangle|^2=\langle e_g|[x,[H,x]]|e_g\rangle .$$

**Solution.** Write $x_{kg}=\langle e_k|x|e_g\rangle$. Insert states by (a) in both products of the outer commutator and use (c):
$$\sum_k\big[(E_k-E_g)-(E_g-E_k)\big]x_{gk}x_{kg}.$$
By (b), $x_{gk}x_{kg}=|x_{kg}|^2$. The Lean statement takes the sum over real numbers and then reads it as a complex number, so the right side is real.

```lean
/-- Twice the energy-weighted sum of squared transition elements of `x` from the state `g` is the
expectation value of the double commutator `[x, [H, x]]` in that state. -/
theorem sum_rule {H x : Matrix n n ℂ} (hH : H.IsHermitian) (hx : x.IsHermitian)
    {E : n → ℝ} {e : n → n → ℂ} (he : IsEigenbasis H E e) (g : n) :
    ((∑ k, 2 * (E k - E g) * ‖elem x (e k) (e g)‖ ^ 2 : ℝ) : ℂ)
      = elem (comm x (comm H x)) (e g) (e g) := by
  have h1 : elem (comm x (comm H x)) (e g) (e g)
      = elem (x * comm H x) (e g) (e g) - elem (comm H x * x) (e g) (e g) := by
    rw [comm, elem, Matrix.sub_mulVec, dotProduct_sub, elem, elem]
  -- insert the eigenstates in both orderings
  rw [h1, elem_mul he, elem_mul he, ← Finset.sum_sub_distrib, Complex.ofReal_sum]
  refine Finset.sum_congr rfl fun k _ => ?_
  rw [elem_comm hH x (he.eigen k) (he.eigen g), elem_comm hH x (he.eigen g) (he.eigen k),
    elem_conj hx (e k) (e g)]
  have hz : elem x (e k) (e g) * star (elem x (e k) (e g))
      = ((‖elem x (e k) (e g)‖ ^ 2 : ℝ) : ℂ) := by
    rw [Complex.star_def, Complex.mul_conj, Complex.normSq_eq_norm_sq]
  rw [Complex.ofReal_mul, ← hz]
  push_cast
  ring
```

Hermiticity of $x$ is needed. Take $H=\mathrm{diag}(0,1)$, the unit vectors as eigenstates, $g=0$, and $x=\begin{pmatrix}0&0\\1&0\end{pmatrix}$. Then $[H,x]=x$, so the double commutator is zero, but the sum is $2$.

The same insertion applied to the square of $w=i[H,x]$ gives a neighbouring rule for Hermitian $x$: $\sum_k(E_k-E_g)^2|x_{kg}|^2=\langle e_g|w^2|e_g\rangle$.

## (g) Kinetic and potential parts

For $H=T+V$, under the same hypotheses, show that the sum in (f) equals
$$\langle e_g|[x,[T,x]]|e_g\rangle+\langle e_g|[x,[V,x]]|e_g\rangle .$$

**Solution.** Both commutators are linear in $H$; `noncomm_ring` checks the expansion (`hc`).

For one electron in continuous space the kinetic term is $1$, and a local potential adds nothing: this is the Thomas–Reiche–Kuhn value. Finite matrices cannot have $[x,[T,x]]=1$, because a commutator has trace zero, so the kinetic term stays as an expectation value.

```lean
/-- For `H = T + V` twice the energy-weighted sum of squared transition elements of `x` from the
state `g` is the expectation value of `[x, [T, x]]` in that state plus that of `[x, [V, x]]`. -/
theorem sum_rule_split {T V x : Matrix n n ℂ} (hH : (T + V).IsHermitian)
    (hx : x.IsHermitian) {E : n → ℝ} {e : n → n → ℂ}
    (he : IsEigenbasis (T + V) E e) (g : n) :
    ((∑ k, 2 * (E k - E g) * ‖elem x (e k) (e g)‖ ^ 2 : ℝ) : ℂ)
      = elem (comm x (comm T x)) (e g) (e g) + elem (comm x (comm V x)) (e g) (e g) := by
  have hc : comm x (comm (T + V) x) = comm x (comm T x) + comm x (comm V x) := by
    unfold comm
    noncomm_ring
  rw [sum_rule hH hx he g, hc, elem, Matrix.add_mulVec, dotProduct_add, elem, elem]
```

## A two-site model

The matrices are chosen for simple numbers. $V$ couples the sites and $x$ is diagonal.

```lean
/-- Kinetic energy of a two-site model. -/
def toyT : Matrix (Fin 2) (Fin 2) ℂ := !![9, 8; 8, 16]

/-- A nonlocal potential that couples the two sites. -/
def toyV : Matrix (Fin 2) (Fin 2) ℂ := !![0, 4; 4, 0]

/-- The position operator, diagonal in the sites. -/
def toyX : Matrix (Fin 2) (Fin 2) ℂ := !![0, 0; 0, 1]

/-- The two energies of the model. -/
def toyE : Fin 2 → ℝ := ![0, 25]

/-- The two eigenstates of the model. -/
def toyBasis : Fin 2 → Fin 2 → ℂ := ![![4 / 5, -3 / 5], ![3 / 5, 4 / 5]]
```

## (h) Real amplitudes

Show that $e_i^*=e_i$ for $i=0,1$.

**Solution.** All four components, $\pm\tfrac35$ and $\tfrac45$, are real.

```lean
/-- The eigenstates of the two-site model have real amplitudes. -/
theorem star_toyBasis (i : Fin 2) : star (toyBasis i) = toyBasis i := by
  ext j
  fin_cases i <;> fin_cases j <;> simp [toyBasis]
```

## (i) Checking the eigenbasis

Show that $T+V$ and $x$ are Hermitian, that $e_0,e_1$ are orthonormal, and that
$$(T+V)e_0=0,\qquad(T+V)e_1=25\,e_1 .$$

**Solution.** $T+V=\begin{pmatrix}9&12\\12&16\end{pmatrix}$ and $x$ are real and symmetric. With $e_0=\tfrac15(4,-3)$ and $e_1=\tfrac15(3,4)$, both norms are $1$ and the overlap is $\tfrac1{25}(12-12)=0$. Finally, $(T+V)(4,-3)=(0,0)$ and $(T+V)(3,4)=(75,100)$. The proof runs through the same entries.

```lean
/-- The two-site model has Hermitian `T + V` and `x`, and the listed states and energies
form an orthonormal eigenbasis of `T + V`. -/
theorem toy_witness : (toyT + toyV).IsHermitian ∧ toyX.IsHermitian ∧
    IsEigenbasis (toyT + toyV) toyE toyBasis := by
  refine ⟨?_, ?_, ?_, ?_⟩
  · ext i j
    fin_cases i <;> fin_cases j <;> simp [toyT, toyV]
  · ext i j
    fin_cases i <;> fin_cases j <;> simp [toyX]
  · intro i j
    rw [star_toyBasis]
    fin_cases i <;> fin_cases j <;>
      simp [toyBasis, dotProduct, Fin.sum_univ_two] <;> norm_num
  · intro i
    ext j
    fin_cases i <;> fin_cases j <;>
      simp [toyT, toyV, toyE, toyBasis, Matrix.mulVec, dotProduct, Fin.sum_univ_two] <;>
      norm_num
```

## (j) Two different transition elements

Show that
$$i(E_1-E_0)\langle e_1|x|e_0\rangle=-12i,\qquad\langle e_1|p|e_0\rangle=-8i .$$

**Solution.** $\langle e_1|x|e_0\rangle=\tfrac45\cdot(-\tfrac35)=-\tfrac{12}{25}$, and multiplying by $25i$ gives $-12i$. Next, $[T,x]=\begin{pmatrix}0&8\\-8&0\end{pmatrix}$, so $\langle e_1|[T,x]|e_0\rangle=-\tfrac{72}{25}-\tfrac{128}{25}=-8$. The missing $-4i$ is the element of $i[V,x]$, as (d) requires.

```lean
/-- In the two-site model the length form of the transition element is `-12i`, while the
momentum without potential term gives `-8i`. -/
theorem toy_length_ne_momentum :
    Complex.I * ((toyE 1 : ℂ) - toyE 0) * elem toyX (toyBasis 1) (toyBasis 0)
      = -12 * Complex.I ∧
    elem (momentum toyT toyX) (toyBasis 1) (toyBasis 0) = -8 * Complex.I := by
  constructor
  · rw [elem, star_toyBasis]
    simp [toyE, toyX, toyBasis, Matrix.mulVec, dotProduct, Fin.sum_univ_two]
    ring
  · rw [elem, star_toyBasis]
    simp [momentum, comm, toyT, toyX, toyBasis, Matrix.mulVec, dotProduct,
      Fin.sum_univ_two]
    ring

end

end NonlocalPotentialVelocity
```

```lean
#print axioms NonlocalPotentialVelocity.naive_momentum_iff
#print axioms NonlocalPotentialVelocity.sum_rule_split
#print axioms NonlocalPotentialVelocity.toy_length_ne_momentum
```

```
'NonlocalPotentialVelocity.naive_momentum_iff' depends on axioms: [propext, Classical.choice, Quot.sound]
'NonlocalPotentialVelocity.sum_rule_split' depends on axioms: [propext, Classical.choice, Quot.sound]
'NonlocalPotentialVelocity.toy_length_ne_momentum' depends on axioms: [propext, Classical.choice, Quot.sound]
```
